# Isotopic substitution preserves the number of imaginary harmonic frequencies when the Hessian is unchanged

To compute a kinetic isotope effect, one usually locates the transition state once and computes its Hessian once. For the deuterated species the stored Hessian is weighted with the new masses and diagonalised again. One imaginary frequency is then set aside as motion along the reaction coordinate, for each isotopologue. This presumes that the Hessian weighted with the new masses again has exactly one negative eigenvalue.

Let $H$ be the real symmetric matrix of second derivatives of the potential energy, and $M$ the diagonal matrix of masses $m_i>0$, one for each coordinate. Small displacements $q$ from a stationary point obey $M\ddot q=-Hq$. In the coordinates $Q=M^{1/2}q$ this becomes

$$\ddot Q=-M^{-1/2}HM^{-1/2}\,Q .$$

An eigenvalue $\lambda$ of $M^{-1/2}HM^{-1/2}$ is a squared angular frequency, $\lambda=\omega^2$, and a negative one gives an imaginary frequency. New masses can change the eigenvalues, but not how many of them are negative, positive or zero.

The physical assumption behind the comparison is that both isotopologues share one $H$. This is the Born–Oppenheimer picture with clamped nuclei: the electronic energy does not depend on the nuclear masses, and both Hessians are taken at the same geometry.

## Mass weighting and the three counts

In the code, `n` is the finite set of coordinate labels, not a number. For a molecule with $N$ atoms in Cartesian coordinates it has $3N$ elements.

In Lean 4 with Mathlib:

```lean
import Mathlib

open Matrix

namespace IsotopicSaddleOrder

noncomputable section

variable {n : Type*} [Fintype n] [DecidableEq n]
```

The mass-weighted Hessian has the entries

$$\frac{H_{ij}}{\sqrt{m_i}\sqrt{m_j}} .$$

The function `m` gives each coordinate its own mass. The three Cartesian coordinates of an atom carry equal masses in practice, but nothing below needs this.

```lean
/-- The mass-weighted Hessian `M^(-1/2) H M^(-1/2)` for positive masses `m i`. -/
def massWeighted (H : Matrix n n ℝ) (m : n → ℝ) : Matrix n n ℝ :=
  diagonal (fun i => (√(m i))⁻¹) * H * diagonal (fun i => (√(m i))⁻¹)
```

Over the real numbers, `IsHermitian` means symmetric. Such a matrix has a list `hA.eigenvalues` of real eigenvalues, indexed by `n`, in which each eigenvalue appears as often as its multiplicity. The number of imaginary frequencies is the number of negative entries in this list.

```lean
/-- The number of negative eigenvalues of a real symmetric matrix, with multiplicity.
For a mass-weighted Hessian this is the number of imaginary frequencies. -/
def imaginaryModes {A : Matrix n n ℝ} (hA : A.IsHermitian) : ℕ :=
  Fintype.card {i // hA.eigenvalues i < 0}
```

Positive entries are counted in the same way. The name `realModes` leaves out zero frequencies, although zero is a real number.

```lean
/-- The number of positive eigenvalues of a real symmetric matrix, with multiplicity.
For a mass-weighted Hessian this is the number of nonzero real frequencies. -/
def realModes {A : Matrix n n ℝ} (hA : A.IsHermitian) : ℕ :=
  Fintype.card {i // 0 < hA.eigenvalues i}
```

The zero entries have a count of their own. At a stationary point of an isolated molecule they include the overall translations and rotations.

```lean
/-- The number of zero eigenvalues of a real symmetric matrix, with multiplicity. -/
def zeroModes {A : Matrix n n ℝ} (hA : A.IsHermitian) : ℕ :=
  Fintype.card {i // hA.eigenvalues i = 0}
```

These counts apply to the weighted matrix because it is again symmetric: with $D=M^{-1/2}$ diagonal, $(DHD)^{\mathsf T}=DH^{\mathsf T}D=DHD$.

```lean
/-- Mass weighting keeps a real symmetric Hessian symmetric. -/
theorem massWeighted_isHermitian {H : Matrix n n ℝ} (hH : H.IsHermitian) (m : n → ℝ) :
    (massWeighted H m).IsHermitian := by
  unfold Matrix.IsHermitian massWeighted
  simp only [conjTranspose_mul, diagonal_conjTranspose, hH.eq, star_trivial, Matrix.mul_assoc]
```

## Negative directions under a linear change of coordinates

Take two energies that are already diagonal, with coefficients $a_i$ and $b_j$, and a linear map $T$ such that for every $x$

$$\sum_i a_i x_i^2=\sum_j b_j (Tx)_j^2 .$$

Then $a$ has at most as many negative coefficients as $b$.

To see this, choose amplitudes $c$ along the negative directions of $a$ only, and let $x$ be the displacement with these amplitudes and zeros elsewhere. Apply $T$ and keep the components $(Tx)_j$ with $b_j<0$. This defines a linear map $f$ from the negative directions of $a$ to those of $b$.

Suppose $f(c)=0$. Then $Tx$ has components only where $b_j\ge 0$, so the right-hand sum is at least zero. Every term on the left is at most zero, because $x_i=0$ wherever $a_i\ge 0$. Both sums therefore vanish, and so does each term $a_ix_i^2$. Where $a_i<0$ this forces $x_i=0$, hence $c=0$. The map $f$ is injective, and the dimension of its source cannot exceed that of its target.

In the proof, `E` fills in the zeros, `h1` and `h2` are the two sign statements, and `h3` and `h4` make the sum and then each term vanish. The last two lines compare dimensions.

```lean
omit [DecidableEq n] in
/-- If a linear change of coordinates `T` turns the energy `∑ b j * y j ^ 2` into
`∑ a i * x i ^ 2`, then `a` has at most as many negative force constants as `b`. -/
theorem card_negative_le (a b : n → ℝ) (T : (n → ℝ) →ₗ[ℝ] (n → ℝ))
    (h : ∀ x, ∑ i, a i * x i ^ 2 = ∑ j, b j * (T x j) ^ 2) :
    Fintype.card {i // a i < 0} ≤ Fintype.card {j // b j < 0} := by
  -- displacements along the negative directions of `a`
  let E : ({i // a i < 0} → ℝ) →ₗ[ℝ] (n → ℝ) :=
    { toFun := fun c i => if h : a i < 0 then c ⟨i, h⟩ else 0
      map_add' := by
        intro x y
        ext i
        by_cases h : a i < 0 <;> simp [h]
      map_smul' := by
        intro r x
        ext i
        by_cases h : a i < 0 <;> simp [h] }
  let f : ({i // a i < 0} → ℝ) →ₗ[ℝ] ({j // b j < 0} → ℝ) :=
    (LinearMap.funLeft ℝ ℝ Subtype.val) ∘ₗ T ∘ₗ E
  have hf : Function.Injective f := by
    rw [← LinearMap.ker_eq_bot, LinearMap.ker_eq_bot']
    intro c hc
    have hz : ∀ j, b j < 0 → T (E c) j = 0 := fun j hj => congrFun hc ⟨j, hj⟩
    have hE : ∀ i, ¬ a i < 0 → E c i = 0 := fun i hi => dif_neg hi
    -- without negative components in `b` the energy cannot be negative
    have h1 : 0 ≤ ∑ j, b j * (T (E c) j) ^ 2 := by
      refine Finset.sum_nonneg fun j _ => ?_
      by_cases hj : b j < 0
      · rw [hz j hj]
        simp
      · exact mul_nonneg (not_lt.1 hj) (sq_nonneg _)
    have h2 : ∀ i, a i * (E c i) ^ 2 ≤ 0 := by
      intro i
      by_cases hi : a i < 0
      · exact mul_nonpos_of_nonpos_of_nonneg hi.le (sq_nonneg _)
      · rw [hE i hi]
        simp
    have h3 : ∑ i, a i * (E c i) ^ 2 = 0 :=
      le_antisymm (Finset.sum_nonpos fun i _ => h2 i) (by rw [h]; exact h1)
    have h4 := (Finset.sum_eq_zero_iff_of_nonpos (fun i _ => h2 i)).1 h3
    ext ⟨i, hi⟩
    have h5 := h4 i (Finset.mem_univ i)
    have h6 : E c i = c ⟨i, hi⟩ := dif_pos hi
    rw [h6] at h5
    simpa [hi.ne] using h5
  have hd := LinearMap.finrank_le_finrank_of_injective hf
  rwa [Module.finrank_fintype_fun_eq_card, Module.finrank_fintype_fun_eq_card] at hd
```

## Normal coordinates

A real symmetric matrix $A$ has an orthonormal basis of eigenvectors. With these as the columns of $U$,

$$U^{\mathsf T}U=1,\qquad AU=U\Lambda_A,\qquad U^{\mathsf T}AU=U^{\mathsf T}U\Lambda_A=\Lambda_A,$$

where $\Lambda_A$ is the diagonal matrix of eigenvalues. The proof takes Mathlib's eigenvector matrix for $U$; `hAU` is the middle equation, checked entry by entry from the eigenvalue equation of each column.

```lean
/-- A real symmetric matrix is brought to diagonal form, with its eigenvalues on the
diagonal, by an orthogonal matrix of normal modes. -/
theorem exists_normal_modes {A : Matrix n n ℝ} (hA : A.IsHermitian) :
    ∃ U : Matrix n n ℝ, Uᵀ * U = 1 ∧ Uᵀ * A * U = diagonal hA.eigenvalues := by
  have hU : (hA.eigenvectorUnitary : Matrix n n ℝ)ᵀ * (hA.eigenvectorUnitary : Matrix n n ℝ)
      = 1 := by
    have h := Matrix.mem_unitaryGroup_iff'.1 hA.eigenvectorUnitary.2
    rwa [Matrix.star_eq_conjTranspose, Matrix.conjTranspose_eq_transpose_of_trivial] at h
  have hAU : A * (hA.eigenvectorUnitary : Matrix n n ℝ)
      = (hA.eigenvectorUnitary : Matrix n n ℝ) * diagonal hA.eigenvalues := by
    ext i j
    have h := congrFun (hA.mulVec_eigenvectorBasis j) i
    have hu : ∀ i j, (hA.eigenvectorUnitary : Matrix n n ℝ) i j
        = (hA.eigenvectorBasis j).ofLp i := fun i j => hA.eigenvectorUnitary_apply i j
    rw [Matrix.mul_diagonal, Matrix.mul_apply]
    simp only [hu]
    exact h.trans (by simp [mul_comm])
  exact ⟨_, hU, by rw [Matrix.mul_assoc, hAU, ← Matrix.mul_assoc, hU, Matrix.one_mul]⟩
```

## Congruent matrices

Now let $A=S^{\mathsf T}BS$ with $A$ and $B$ symmetric and $S$ any square matrix, invertible or not. Diagonalise both, $U^{\mathsf T}AU=\Lambda_A$ and $V^{\mathsf T}BV=\Lambda_B$. Here $V$ is an orthogonal matrix, not the potential energy. Set $T=V^{\mathsf T}SU$. Since $VV^{\mathsf T}=1$,

$$T^{\mathsf T}\Lambda_B T=U^{\mathsf T}S^{\mathsf T}\,VV^{\mathsf T}\,B\,VV^{\mathsf T}\,SU=U^{\mathsf T}(S^{\mathsf T}BS)U=U^{\mathsf T}AU=\Lambda_A .$$

Taking the quadratic form of both ends in a vector $x$ gives the relation required in the diagonal case, with the eigenvalues of $A$ as $a_i$ and those of $B$ as $b_j$. So $A$ has at most as many negative eigenvalues as $B$. Changing the sign of both energies turns positive eigenvalues into negative ones, and the same argument bounds the positive count.

The `calc` block is the displayed chain, `q` writes a diagonal quadratic form as a sum, and `key` is the equality of the two energies.

```lean
/-- If `A = Sᵀ B S` with `A` and `B` real symmetric, then `A` has at most as many negative
and at most as many positive eigenvalues as `B`. -/
theorem modes_le_of_congruence {A B : Matrix n n ℝ} (hA : A.IsHermitian)
    (hB : B.IsHermitian) (S : Matrix n n ℝ) (hAB : A = Sᵀ * B * S) :
    imaginaryModes hA ≤ imaginaryModes hB ∧ realModes hA ≤ realModes hB := by
  obtain ⟨U, -, hUA⟩ := exists_normal_modes hA
  obtain ⟨V, hV, hVB⟩ := exists_normal_modes hB
  have hV' : V * Vᵀ = 1 := mul_eq_one_comm.1 hV
  -- pass to normal coordinates on both sides
  obtain ⟨T, hT⟩ : ∃ T : Matrix n n ℝ,
      Tᵀ * diagonal hB.eigenvalues * T = diagonal hA.eigenvalues := by
    refine ⟨Vᵀ * S * U, ?_⟩
    calc (Vᵀ * S * U)ᵀ * diagonal hB.eigenvalues * (Vᵀ * S * U)
        = Uᵀ * Sᵀ * (V * Vᵀ) * B * (V * Vᵀ) * S * U := by
          rw [← hVB]
          simp only [transpose_mul, transpose_transpose, Matrix.mul_assoc]
      _ = Uᵀ * (Sᵀ * B * S) * U := by
          rw [hV']
          simp only [Matrix.mul_one, Matrix.mul_assoc]
      _ = diagonal hA.eigenvalues := by rw [← hAB, hUA]
  have q : ∀ d x : n → ℝ, x ⬝ᵥ (diagonal d *ᵥ x) = ∑ i, d i * x i ^ 2 := by
    intro d x
    simp only [dotProduct, Matrix.mulVec_diagonal]
    exact Finset.sum_congr rfl fun i _ => by ring
  have key : ∀ x : n → ℝ, ∑ i, hA.eigenvalues i * x i ^ 2
      = ∑ j, hB.eigenvalues j * (T.mulVecLin x j) ^ 2 := by
    intro x
    simp only [Matrix.mulVecLin_apply]
    rw [← q hA.eigenvalues x, ← q hB.eigenvalues (T *ᵥ x), ← hT, ← Matrix.mulVec_mulVec,
      ← Matrix.mulVec_mulVec, Matrix.dotProduct_mulVec x Tᵀ, Matrix.vecMul_transpose]
  refine ⟨card_negative_le _ _ T.mulVecLin key, ?_⟩
  -- positive eigenvalues are the negative ones of the inverted surface
  have h := card_negative_le (fun i => -hA.eigenvalues i) (fun j => -hB.eigenvalues j)
    T.mulVecLin (fun x => by simp only [neg_mul, Finset.sum_neg_distrib, key x])
  have e : ∀ d : n → ℝ, Fintype.card {i // -d i < 0} = Fintype.card {i // 0 < d i} :=
    fun d => Fintype.card_congr (Equiv.subtypeEquivRight fun i => neg_lt_zero)
  exact (e hA.eigenvalues).symm.trans_le (h.trans_eq (e hB.eigenvalues))
```

## Weighting and unweighting

Mass weighting is a congruence with $S=M^{-1/2}$, so the weighted matrix $A=M^{-1/2}HM^{-1/2}$ has at most as many negative and positive eigenvalues as $H$. Positive masses allow the way back,

$$H=M^{1/2}AM^{1/2},\qquad H_{ij}=\sqrt{m_i}\,\frac{H_{ij}}{\sqrt{m_i}\sqrt{m_j}}\,\sqrt{m_j},$$

which gives the opposite inequalities. Both counts are therefore equal to those of the bare Hessian.

The two directions are `h1` and `h2`. Positivity of the masses enters only in `h2`, where the square roots must be nonzero to cancel.

This is Sylvester's law of inertia for congruences by positive diagonal matrices. For a general invertible $S$ the development states only the inequalities above; applying them to $S$ and to $S^{-1}$ would give equality.

```lean
/-- For positive masses, the mass-weighted Hessian has as many negative and as many positive
eigenvalues as the bare real symmetric Hessian. -/
theorem modes_massWeighted {H : Matrix n n ℝ} (hH : H.IsHermitian) {m : n → ℝ}
    (hm : ∀ i, 0 < m i) :
    imaginaryModes (massWeighted_isHermitian hH m) = imaginaryModes hH ∧
      realModes (massWeighted_isHermitian hH m) = realModes hH := by
  have h1 := modes_le_of_congruence (massWeighted_isHermitian hH m) hH
    (diagonal fun i => (√(m i))⁻¹) (by rw [diagonal_transpose]; rfl)
  -- positive masses allow the weighting to be undone
  have h2 := modes_le_of_congruence hH (massWeighted_isHermitian hH m)
    (diagonal fun i => √(m i)) (by
      ext i j
      have hi : √(m i) ≠ 0 := (Real.sqrt_pos.2 (hm i)).ne'
      have hj : √(m j) ≠ 0 := (Real.sqrt_pos.2 (hm j)).ne'
      simp only [massWeighted, diagonal_transpose, Matrix.mul_diagonal, Matrix.diagonal_mul]
      field_simp)
  exact ⟨le_antisymm h1.1 h2.1, le_antisymm h1.2 h2.2⟩
```

## Two isotopologues compared

Here $m_1$ and $m_2$ denote two complete sets of positive masses, not the masses of two single coordinates. Each weighted Hessian has as many negative eigenvalues as $H$, so the two have equally many. The masses may differ at any number of atoms and by any factor.

At a stationary point this number is the order of the saddle: zero for a minimum, one for an ordinary transition state. Within the harmonic approximation and with a common Hessian, a transition state with exactly one imaginary frequency for one isotopologue thus has exactly one for all others, although its value can differ.

```lean
/-- Isotopic substitution never changes the number of imaginary frequencies: for a real
symmetric Hessian and any two sets of positive masses, the mass-weighted Hessians have
equally many negative eigenvalues, counted with multiplicity. -/
theorem imaginaryModes_isotope_invariant {H : Matrix n n ℝ} (hH : H.IsHermitian)
    {m₁ m₂ : n → ℝ} (h₁ : ∀ i, 0 < m₁ i) (h₂ : ∀ i, 0 < m₂ i) :
    imaginaryModes (massWeighted_isHermitian hH m₁)
      = imaginaryModes (massWeighted_isHermitian hH m₂) :=
  (modes_massWeighted hH h₁).1.trans (modes_massWeighted hH h₂).1.symm
```

## Zero and real frequencies

Each eigenvalue is negative, positive or zero, and only one of these. Adding the three indicators over all coordinates gives

$$n_-+n_++n_0=\text{number of coordinates},$$

where $n_-$, $n_+$ and $n_0$ are the values of `imaginaryModes`, `realModes` and `zeroModes`.

```lean
/-- The negative, positive and zero eigenvalues of a real symmetric matrix together are as
many as the coordinates. -/
theorem modes_total {A : Matrix n n ℝ} (hA : A.IsHermitian) :
    imaginaryModes hA + realModes hA + zeroModes hA = Fintype.card n := by
  have h : ∀ i, (if hA.eigenvalues i < 0 then 1 else 0)
      + (if 0 < hA.eigenvalues i then 1 else 0)
      + (if hA.eigenvalues i = 0 then 1 else 0) = (1 : ℕ) := by
    intro i
    rcases lt_trichotomy (hA.eigenvalues i) 0 with h | h | h
    · simp [h, h.ne, h.le]
    · simp [h]
    · simp [h, h.ne', h.le]
  simp only [imaginaryModes, realModes, zeroModes, Fintype.card_subtype, Finset.card_filter,
    ← Finset.sum_add_distrib, h]
  simp
```

The positive count is preserved for the same reason as the negative one. The zero count is what remains when both are subtracted from a total that does not depend on the masses; `omega` does this subtraction.

```lean
/-- For a real symmetric Hessian and positive masses, isotopic substitution also preserves
the number of nonzero real frequencies and the number of zero frequencies. -/
theorem real_and_zero_modes_isotope_invariant {H : Matrix n n ℝ} (hH : H.IsHermitian)
    {m₁ m₂ : n → ℝ} (h₁ : ∀ i, 0 < m₁ i) (h₂ : ∀ i, 0 < m₂ i) :
    realModes (massWeighted_isHermitian hH m₁) = realModes (massWeighted_isHermitian hH m₂) ∧
      zeroModes (massWeighted_isHermitian hH m₁)
        = zeroModes (massWeighted_isHermitian hH m₂) := by
  have hi := imaginaryModes_isotope_invariant hH h₁ h₂
  have hr := (modes_massWeighted hH h₁).2.trans (modes_massWeighted hH h₂).2.symm
  have t₁ := modes_total (massWeighted_isHermitian hH m₁)
  have t₂ := modes_total (massWeighted_isHermitian hH m₂)
  exact ⟨hr, by omega⟩

end

end IsotopicSaddleOrder
```

```lean
#print axioms IsotopicSaddleOrder.imaginaryModes_isotope_invariant
#print axioms IsotopicSaddleOrder.real_and_zero_modes_isotope_invariant
```

```
'IsotopicSaddleOrder.imaginaryModes_isotope_invariant' depends on axioms: [propext, Classical.choice, Quot.sound]
'IsotopicSaddleOrder.real_and_zero_modes_isotope_invariant' depends on axioms: [propext, Classical.choice, Quot.sound]
```

## A saddle with two sets of masses

Take two coordinates, in arbitrary units, with

$$H=\begin{pmatrix}1&2\\2&1\end{pmatrix}.$$

For masses $(1,1)$ the eigenvalues are $3$ and $-1$. Making the first mass four times heavier gives

$$\begin{pmatrix}1/4&1\\1&1\end{pmatrix},\qquad \lambda=\frac{5\pm\sqrt{73}}{8}\approx 1.693,\ -0.443 .$$

The imaginary frequency falls from $i$ to about $0.666\,i$, but there is still exactly one. In a kinetic isotope effect from harmonic transition-state theory, the remaining real vibrations enter the partition functions of each transition state. The numbers of vibrational factors for the two species therefore match.

## Forces without a potential

Symmetry of $H$ expresses that the forces derive from a potential. Consider instead the linear force $-Kq$ with

$$K=\begin{pmatrix}1&3/2\\-1&-1\end{pmatrix}.$$

Masses $(1/4,1)$ and $(1,1/4)$ give the weighted matrices

$$\begin{pmatrix}4&3\\-2&-1\end{pmatrix}\quad\text{and}\quad\begin{pmatrix}1&3\\-2&-4\end{pmatrix}.$$

The first has eigenvalues $1$ and $2$, the second $-1$ and $-2$. Exchanging the masses changes the number of imaginary frequencies from zero to two. Real eigenvalues of both weighted matrices are thus not enough to replace the symmetry of $H$.
